# In a two-coordinate harmonic model, stiffening one coordinate leaves the other with Wilson's effective G element

**Q:** Suppose I freeze a stiff bond by deleting its row and column from Wilson's kinetic matrix G. What goes wrong?

**A:** If the bond is kinetically coupled to the soft coordinate, the soft frequency comes out too high. Write a = `G 0 0`, b = `G 0 1`, c = `G 1 1`, with coordinate 1 the stiff one, and let f and K be the soft and stiff force constants. Deletion gives the squared angular frequency fa, but the limit K → ∞ gives

μ = f det G / c = f(a − b²/c).

Deletion sets the stiff momentum to zero, whereas a rigid bond has zero velocity. The code comments count from one, so their G₂₂ is c and their G₁₂ is b.

```lean
import Mathlib

open Matrix Filter Topology

namespace HighFrequencySeparation

noncomputable section
```

**Q:** Where are the vibrations in the formal version?

**A:** The force matrix is F = diag(f, K), and an eigenvalue is a real x with GFv = xv for some nonzero v.

```lean
/-- The diagonal force-constant matrix with constants `f` and `K`. -/
def forceMatrix (f K : ℝ) : Matrix (Fin 2) (Fin 2) ℝ := Matrix.diagonal ![f, K]

/-- The real eigenvalues of Wilson's matrix `G F`. -/
def vibrationalEigenvalues (G : Matrix (Fin 2) (Fin 2) ℝ) (f K : ℝ) : Set ℝ :=
  {x | ∃ v : Fin 2 → ℝ, v ≠ 0 ∧ (G * forceMatrix f K) *ᵥ v = x • v}
```

The candidates for the two eigenvalues, and the effective element det G / c, are given by formulas.

```lean
/-- The formula for the lower root of the secular equation, valid when the discriminant is
nonnegative. -/
def softEigenvalue (G : Matrix (Fin 2) (Fin 2) ℝ) (f K : ℝ) : ℝ :=
  ((f * G 0 0 + K * G 1 1) - √((f * G 0 0 + K * G 1 1) ^ 2 - 4 * (f * K * G.det))) / 2

/-- The formula for the upper root of the secular equation, valid when the discriminant is
nonnegative. -/
def stiffEigenvalue (G : Matrix (Fin 2) (Fin 2) ℝ) (f K : ℝ) : ℝ :=
  ((f * G 0 0 + K * G 1 1) + √((f * G 0 0 + K * G 1 1) ^ 2 - 4 * (f * K * G.det))) / 2

/-- Wilson's effective `G` element of the first coordinate when the second is frozen. -/
def effectiveG (G : Matrix (Fin 2) (Fin 2) ℝ) : ℝ := G.det / G 1 1
```

**Q:** Formulas named "soft" and "stiff" prove nothing about a spectrum.

**A:** They have to be tied to it. A nonzero v exists exactly when det(GF − x·1) = 0. With T = fa + Kc this reads

p(x) = x² − Tx + fK det G = 0.

The Lean proof expands the determinant and applies the null-vector criterion `Matrix.exists_mulVec_eq_zero_iff`.

```lean
/-- A number is an eigenvalue of `G F` exactly when it solves the quadratic secular equation. -/
theorem mem_vibrationalEigenvalues_iff (G : Matrix (Fin 2) (Fin 2) ℝ) (f K x : ℝ) :
    x ∈ vibrationalEigenvalues G f K ↔
      x ^ 2 - (f * G 0 0 + K * G 1 1) * x + f * K * G.det = 0 := by
  have hdet : (G * forceMatrix f K - x • (1 : Matrix (Fin 2) (Fin 2) ℝ)).det
      = x ^ 2 - (f * G 0 0 + K * G 1 1) * x + f * K * G.det := by
    simp [forceMatrix, Matrix.det_fin_two, Matrix.mul_diagonal]
    ring
  have hv : ∀ v : Fin 2 → ℝ, (G * forceMatrix f K - x • (1 : Matrix (Fin 2) (Fin 2) ℝ)) *ᵥ v
      = (G * forceMatrix f K) *ᵥ v - x • v := by
    intro v
    rw [Matrix.sub_mulVec, Matrix.smul_mulVec, Matrix.one_mulVec]
  -- a nonzero null vector exists exactly when the secular determinant vanishes
  rw [← hdet, ← Matrix.exists_mulVec_eq_zero_iff]
  simp only [vibrationalEigenvalues, Set.mem_ofPred_eq, hv, sub_eq_zero]
```

**Q:** GF need not be symmetric. Why are its roots real?

**A:** From here on, G is positive definite, hence symmetric, and f and K are positive. Then det G = ac − b², and the discriminant is

Δ = T² − 4fK det G = (fa − Kc)² + 4fKb² ≥ 0.

`PosDef` supplies the symmetry, and `positivity` finishes.

```lean
/-- For positive definite `G` and positive force constants the secular discriminant is
nonnegative. -/
theorem discriminant_nonneg {G : Matrix (Fin 2) (Fin 2) ℝ} (hG : G.PosDef) {f K : ℝ}
    (hf : 0 < f) (hK : 0 < K) :
    0 ≤ (f * G 0 0 + K * G 1 1) ^ 2 - 4 * (f * K * G.det) := by
  have hs : G 1 0 = G 0 1 := by simpa using hG.isHermitian.apply 0 1
  have h : (f * G 0 0 + K * G 1 1) ^ 2 - 4 * (f * K * G.det)
      = (f * G 0 0 - K * G 1 1) ^ 2 + 4 * (f * K) * (G 0 1) ^ 2 := by
    rw [Matrix.det_fin_two, hs]
    ring
  rw [h]
  positivity
```

The roots are therefore x₋ = (T − √Δ)/2 and x₊ = (T + √Δ)/2. For any y,

(T − 2y)² = Δ + 4p(y),

so every eigenvalue y satisfies |T − 2y| ≤ √Δ and lies between x₋ and x₊. Both are eigenvalues themselves, which makes them the least and the greatest. "Soft" means only "least": at small K that mode may be mostly motion of coordinate 1.

```lean
/-- The soft and stiff roots are the least and the greatest eigenvalue of `G F`. -/
theorem soft_isLeast_stiff_isGreatest {G : Matrix (Fin 2) (Fin 2) ℝ} (hG : G.PosDef) {f K : ℝ}
    (hf : 0 < f) (hK : 0 < K) :
    IsLeast (vibrationalEigenvalues G f K) (softEigenvalue G f K) ∧
      IsGreatest (vibrationalEigenvalues G f K) (stiffEigenvalue G f K) := by
  have hr := Real.sq_sqrt (discriminant_nonneg hG hf hK)
  -- every root lies within half the square root of the discriminant from the midpoint
  have hb : ∀ y ∈ vibrationalEigenvalues G f K, |(f * G 0 0 + K * G 1 1) - 2 * y|
      ≤ √((f * G 0 0 + K * G 1 1) ^ 2 - 4 * (f * K * G.det)) := by
    intro y hy
    rw [mem_vibrationalEigenvalues_iff] at hy
    exact Real.abs_le_sqrt (le_of_eq (by linear_combination 4 * hy))
  refine ⟨⟨?_, fun y hy => ?_⟩, ⟨?_, fun y hy => ?_⟩⟩
  · rw [mem_vibrationalEigenvalues_iff, softEigenvalue]
    linear_combination (1 / 4) * hr
  · have h := (abs_le.mp (hb y hy)).2
    rw [softEigenvalue]
    linarith
  · rw [mem_vibrationalEigenvalues_iff, stiffEigenvalue]
    linear_combination (1 / 4) * hr
  · have h := (abs_le.mp (hb y hy)).1
    rw [stiffEigenvalue]
    linarith
```

**Q:** Now the limit, please, without "K is large, so neglect it".

**A:** Evaluate p at μ. Since Kcμ = fK det G, two terms cancel:

p(μ) = μ² − faμ = μ(μ − fa) = −μfb²/c ≤ 0.

```lean
/-- At `μ = f * effectiveG G` the secular polynomial equals `-μ f G₁₂² / G₂₂`. -/
theorem secular_at_effective {G : Matrix (Fin 2) (Fin 2) ℝ} (hG : G.PosDef) (f K : ℝ) :
    (f * effectiveG G) ^ 2 - (f * G 0 0 + K * G 1 1) * (f * effectiveG G) + f * K * G.det
      = -(f * effectiveG G * f * (G 0 1) ^ 2 / G 1 1) := by
  have hs : G 1 0 = G 0 1 := by simpa using hG.isHermitian.apply 0 1
  have hc : G 1 1 ≠ 0 := ne_of_gt hG.diag_pos
  rw [effectiveG, Matrix.det_fin_two, hs]
  field_simp
  ring
```

By the identity for (T − 2y)², μ lies between the roots, so x₋ ≤ μ. For the other side, rearrange p(x₋) = 0:

Kc x₋ = Kcμ + x₋² − fa x₋ ≥ Kcμ − faμ.

This drops a square and uses x₋ ≤ μ. Dividing by Kc > 0 gives

μ − μfa/(Kc) ≤ x₋ ≤ μ.

In Lean, `hup` is the upper bound, `hmul` is that bound multiplied by fa, and the last `linarith` combines `hmul` with the root equation and the nonnegative square.

```lean
/-- At finite stiffness `K` the soft eigenvalue is at most `f` times the effective `G` element,
and falls short of it by at most a term of order `1 / K`. -/
theorem softEigenvalue_bounds {G : Matrix (Fin 2) (Fin 2) ℝ} (hG : G.PosDef) {f K : ℝ}
    (hf : 0 < f) (hK : 0 < K) :
    f * effectiveG G - f * effectiveG G * (f * G 0 0) / (K * G 1 1) ≤ softEigenvalue G f K ∧
      softEigenvalue G f K ≤ f * effectiveG G := by
  have ha : 0 < G 0 0 := hG.diag_pos
  have hc : 0 < G 1 1 := hG.diag_pos
  have hg : 0 < effectiveG G := div_pos hG.det_pos hc
  have hup : softEigenvalue G f K ≤ f * effectiveG G := by
    -- the secular polynomial is nonpositive here, so this point lies between the roots
    have hp := secular_at_effective hG f K
    have hn : 0 ≤ f * effectiveG G * f * (G 0 1) ^ 2 / G 1 1 := by positivity
    have h := (abs_le.mp (Real.abs_le_sqrt
      (show ((f * G 0 0 + K * G 1 1) - 2 * (f * effectiveG G)) ^ 2
        ≤ (f * G 0 0 + K * G 1 1) ^ 2 - 4 * (f * K * G.det) by linarith))).2
    rw [softEigenvalue]
    linarith
  refine ⟨?_, hup⟩
  have hroot := (mem_vibrationalEigenvalues_iff G f K _).mp
    (soft_isLeast_stiff_isGreatest hG hf hK).1.1
  have hD : f * K * G.det = f * effectiveG G * (K * G 1 1) := by
    rw [effectiveG]
    field_simp
  have hmul := mul_le_mul_of_nonneg_left hup (mul_pos hf ha).le
  have hKc : 0 < K * G 1 1 := mul_pos hK hc
  have he : f * effectiveG G - f * effectiveG G * (f * G 0 0) / (K * G 1 1)
      = (f * effectiveG G * (K * G 1 1) - f * effectiveG G * (f * G 0 0)) / (K * G 1 1) := by
    rw [sub_div, mul_div_cancel_right₀ _ hKc.ne']
  rw [he, div_le_iff₀ hKc]
  linarith [sq_nonneg (softEigenvalue G f K)]
```

The error is at most of order 1/K, and squeezing gives the limit. The theorem states both facts together: for every K > 0 the formula is the least eigenvalue, and it tends to μ.

```lean
/-- High-frequency separation: the least eigenvalue of `G F` tends to `f det G / G₂₂`
as the force constant `K` of the second coordinate tends to infinity. -/
theorem high_frequency_separation {G : Matrix (Fin 2) (Fin 2) ℝ} (hG : G.PosDef) {f : ℝ}
    (hf : 0 < f) :
    (∀ K, 0 < K → IsLeast (vibrationalEigenvalues G f K) (softEigenvalue G f K)) ∧
      Tendsto (fun K => softEigenvalue G f K) atTop (𝓝 (f * (G.det / G 1 1))) := by
  refine ⟨fun K hK => (soft_isLeast_stiff_isGreatest hG hf hK).1, ?_⟩
  have hc : 0 < G 1 1 := hG.diag_pos
  have h0 : Tendsto (fun K : ℝ => f * effectiveG G * (f * G 0 0) / (K * G 1 1))
      atTop (𝓝 0) :=
    tendsto_const_nhds.div_atTop (Filter.Tendsto.atTop_mul_const hc tendsto_id)
  have hlow : Tendsto (fun K : ℝ => f * effectiveG G
      - f * effectiveG G * (f * G 0 0) / (K * G 1 1)) atTop (𝓝 (f * effectiveG G)) := by
    simpa using (tendsto_const_nhds (x := f * effectiveG G)).sub h0
  -- squeeze between the two finite-stiffness bounds
  exact tendsto_of_tendsto_of_tendsto_of_le_of_le' hlow tendsto_const_nhds
    ((eventually_gt_atTop 0).mono fun K hK => (softEigenvalue_bounds hG hf hK).1)
    ((eventually_gt_atTop 0).mono fun K hK => (softEigenvalue_bounds hG hf hK).2)
```

**Q:** Does positive definiteness matter, or is it decoration?

**A:** It expresses that kinetic energy is positive for every nonzero momentum. Without it, take G = diag(1, −1) and f = 1. The eigenvalues are 1 and −K, so the least one diverges to −∞, while the formula predicts 1.

**Q:** Is the limit ever reached at finite K?

**A:** Not if b ≠ 0: equality would require p(μ) = 0, but then p(μ) is strictly negative.

```lean
/-- With nonzero kinetic coupling, the soft eigenvalue at any positive `K` lies strictly below `f`
times the effective `G` element. -/
theorem softEigenvalue_lt {G : Matrix (Fin 2) (Fin 2) ℝ} (hG : G.PosDef) {f K : ℝ}
    (hf : 0 < f) (hK : 0 < K) (hb : G 0 1 ≠ 0) :
    softEigenvalue G f K < f * effectiveG G := by
  refine lt_of_le_of_ne (softEigenvalue_bounds hG hf hK).2 fun heq => ?_
  have hc : 0 < G 1 1 := hG.diag_pos
  have hg : 0 < effectiveG G := div_pos hG.det_pos hc
  have hroot := (mem_vibrationalEigenvalues_iff G f K _).mp
    (soft_isLeast_stiff_isGreatest hG hf hK).1.1
  rw [heq, secular_at_effective hG f K] at hroot
  have hpos : 0 < f * effectiveG G * f * (G 0 1) ^ 2 / G 1 1 := by positivity
  linarith
```

The stiff mode keeps a trace of the coupling too. Because x₊ + x₋ = T,

x₊ − Kc = fa − x₋ → fa − μ = fb²/c.

```lean
/-- The stiff eigenvalue minus `K G₂₂` tends to `f G₁₂² / G₂₂` as `K` tends to infinity. -/
theorem stiffEigenvalue_shift {G : Matrix (Fin 2) (Fin 2) ℝ} (hG : G.PosDef) {f : ℝ}
    (hf : 0 < f) :
    Tendsto (fun K => stiffEigenvalue G f K - K * G 1 1) atTop
      (𝓝 (f * (G 0 1) ^ 2 / G 1 1)) := by
  have hs : G 1 0 = G 0 1 := by simpa using hG.isHermitian.apply 0 1
  have hc : G 1 1 ≠ 0 := ne_of_gt hG.diag_pos
  -- the trace fixes the sum of the two eigenvalues
  have hfun : (fun K => stiffEigenvalue G f K - K * G 1 1)
      = fun K => f * G 0 0 - softEigenvalue G f K := by
    funext K
    rw [stiffEigenvalue, softEigenvalue]
    ring
  have hlim : f * (G 0 1) ^ 2 / G 1 1 = f * G 0 0 - f * (G.det / G 1 1) := by
    rw [Matrix.det_fin_two, hs]
    field_simp
    ring
  rw [hfun, hlim]
  exact tendsto_const_nhds.sub (high_frequency_separation hG hf).2
```

**Q:** And is det G / c really the inverse mass of constrained motion?

**A:** G⁻¹ is the mass matrix in these coordinates. With the stiff velocity zero, only its first diagonal element, c / det G, enters the kinetic energy. The effective element is its reciprocal.

```lean
/-- The effective `G` element is the reciprocal of the first diagonal element of `G⁻¹`. -/
theorem effectiveG_mul_inv {G : Matrix (Fin 2) (Fin 2) ℝ} (hG : G.PosDef) :
    effectiveG G * G⁻¹ 0 0 = 1 := by
  have hc : G 1 1 ≠ 0 := ne_of_gt hG.diag_pos
  have hd : G.det ≠ 0 := ne_of_gt hG.det_pos
  have hi : G⁻¹ 0 0 = G.det⁻¹ * G 1 1 := by
    rw [Matrix.inv_def, Matrix.adjugate_fin_two, Ring.inverse_eq_inv']
    simp
  rw [hi, effectiveG]
  field_simp

end

end HighFrequencySeparation
```

**Q:** Could the spectrum have been modelled differently?

**A:** Yes, through the symmetric matrix F^(1/2) G F^(1/2). It has the same eigenvalues, and their reality would follow from symmetry instead of the discriminant, at the price of rescaled eigenvectors and matrix square roots.

**Q:** What should I not read into it?

**A:** G and f stay fixed as K grows, F has no off-diagonal force constant, and there are just two coordinates. Anharmonicity and quantum zero-point effects are absent. For simulations with constrained bonds, this two-coordinate harmonic model identifies the soft frequency that a rigid bond should reproduce.

```lean
#print axioms HighFrequencySeparation.softEigenvalue_lt
-- 'HighFrequencySeparation.softEigenvalue_lt' depends on axioms: [propext, Classical.choice, Quot.sound]
#print axioms HighFrequencySeparation.stiffEigenvalue_shift
-- 'HighFrequencySeparation.stiffEigenvalue_shift' depends on axioms: [propext, Classical.choice, Quot.sound]
#print axioms HighFrequencySeparation.effectiveG_mul_inv
-- 'HighFrequencySeparation.effectiveG_mul_inv' depends on axioms: [propext, Classical.choice, Quot.sound]
```
